# The truncation error of an infinite chain with pair energies \(-C/n^6\) falls off as \(C/(5m^5)\)

Suppose the energy of a long chain of localized orbitals is computed by adding pairs at larger and larger separation, and the calculation stops once the latest pair changes the energy by less than the tolerance. The result can miss the tolerance by a wide margin. If the pair at separation \(n\) contributes \(-C/n^6\), then going from cutoff 20 to cutoff 21 changes the energy by \(C/21^6\), but the error that remains at cutoff 21 is at least 3.3 times as large, because many small terms are still missing. A stopping rule that guarantees the tolerance has to control the whole neglected sum.

## Bounding the neglected pairs by a telescoping sum

In an infinite chain of equivalent orbitals there is one pair per orbital for each integer separation \(n\ge 1\). Let its energy be \(-C/n^{p+1}\), with \(p\ge 1\) an integer and \(C\ge 0\). London dispersion has \(p=5\); \(C\) is then the dispersion coefficient of two orbitals divided by the sixth power of the lattice spacing. The energy per orbital with separations up to \(m\), the full energy, and the truncation error are

\[
E_m=-\sum_{n=1}^{m}\frac{C}{n^{p+1}},\qquad
E_\infty=-\sum_{n=1}^{\infty}\frac{C}{n^{p+1}},\qquad
\Delta_m=E_m-E_\infty=C\,T_m,
\]

where \(T_m=\sum_{n>m} n^{-(p+1)}\). The claim is that for every \(m\ge 1\)

\[
\frac{C}{p\,(m+1)^p}\le \Delta_m\le \frac{C}{p\,m^p},
\qquad\text{and}\qquad m^p\Delta_m\to \frac{C}{p}.
\]

The derivation starts from Bernoulli's inequality, \((1+t)^p\ge 1+pt\) for \(t\ge -2\). Take \(x>0\). With \(t=1/x\),

\[
\frac{(x+1)^p}{x^p}-1\ge \frac{p}{x}\ge\frac{p}{x+1},
\]

and division by \((x+1)^p\) gives the left half of

\[
\frac{p}{(x+1)^{p+1}}\le \frac1{x^p}-\frac1{(x+1)^p}\le\frac{p}{x^{p+1}} .
\]

With \(t=-1/(x+1)\),

\[
1-\frac{x^p}{(x+1)^p}\le\frac{p}{x+1}\le\frac{p}{x},
\]

and division by \(x^p\) gives the right half.

Now consider the first \(N\) neglected terms, \(S_N=\sum_{i=0}^{N-1}(i+m+1)^{-(p+1)}\). Using the left half at \(x=i+m\) and the right half at \(x=i+m+1\), the differences telescope:

\[
\frac1{(m+1)^p}-\frac1{(N+m+1)^p}\le p\,S_N\le \frac1{m^p}-\frac1{(N+m)^p}.
\]

As \(N\to\infty\), \(S_N\to T_m\), so \(pT_m\) lies between \(1/(m+1)^p\) and \(1/m^p\). Multiplying by \(C/p\) gives the bounds on \(\Delta_m\). Multiplying by \(m^p\) instead gives

\[
\Big(\frac{m}{m+1}\Big)^p\le m^p\,p\,T_m\le 1,
\]

whose left side tends to 1. Hence \(m^p\Delta_m\to C/p\).

Two consequences concern the choice of cutoff. For a tolerance \(\varepsilon>0\), the condition \(m^p\ge C/(p\varepsilon)\) is sufficient for \(\Delta_m\le\varepsilon\), and \((m+1)^p\ge C/(p\varepsilon)\) is necessary. Also, if the estimate \(-C/(pm^p)\) is added to \(E_m\), the remainder is

\[
0\le E_\infty-\Big(E_m-\frac{C}{p\,m^p}\Big)
\le\frac{C}{p}\Big(\frac1{m^p}-\frac1{(m+1)^p}\Big)\le\frac{C}{m^{p+1}},
\]

which is one order smaller in \(1/m\) than the plain truncation error.

## Energies of the chain as Lean definitions

```lean
import Mathlib

open Filter Topology

namespace LocalOrbitalChainTruncation

noncomputable section
```

The pair law is a definition, so the power-law decay is postulated and not derived from orbitals or a Hamiltonian. `C` is a real number of either sign, and `p` and `n` are natural numbers.

```lean
/-- Pair energy `-C / n^(p+1)` of two localized orbitals at integer separation `n`. -/
def pairEnergy (C : ℝ) (p n : ℕ) : ℝ := -C / (n : ℝ) ^ (p + 1)
```

`Finset.range m` runs over \(0,\dots,m-1\), and the shift `n + 1` turns this into separations \(1,\dots,m\).

```lean
/-- Energy per orbital when only the pairs at separations `1, ..., m` are kept. -/
def localEnergy (C : ℝ) (p m : ℕ) : ℝ := ∑ n ∈ Finset.range m, pairEnergy C p (n + 1)
```

The full energy is an infinite sum with the same shift. Lean assigns the value 0 to a divergent sum, which is why the theorems about energies require `1 ≤ p`.

```lean
/-- Energy per orbital of the infinite chain, with the pairs at all separations. -/
def fullEnergy (C : ℝ) (p : ℕ) : ℝ := ∑' n : ℕ, pairEnergy C p (n + 1)
```

The error is local minus full, so it is non-negative for attractive pairs: truncation leaves the energy too high.

```lean
/-- Error of the local energy relative to the full energy. -/
def truncationError (C : ℝ) (p m : ℕ) : ℝ := localEnergy C p m - fullEnergy C p
```

`tailSum p m` is \(T_m\), with the summation index counted from the first neglected separation \(m+1\).

```lean
/-- The sum of `1 / n^(p+1)` over all separations `n > m`. -/
def tailSum (p m : ℕ) : ℝ := ∑' n : ℕ, 1 / ((n : ℝ) + m + 1) ^ (p + 1)
```

## From one lattice step to the whole tail

`step_bounds` is the two-sided inequality for a single step, for any real \(x>0\). Each half calls Bernoulli's inequality, `one_add_mul_le_pow`, with the value of \(t\) used above. In the code, `h` is the inequality before division, `h2` is the inequality after it, and the `calc` block tidies the fractions.

```lean
/-- The drop of `1 / x^p` over one lattice spacing lies between the values of
`p / x^(p+1)` at the two ends of the spacing. -/
theorem step_bounds (p : ℕ) {x : ℝ} (hx : 0 < x) :
    (p : ℝ) * (1 / (x + 1) ^ (p + 1)) ≤ 1 / x ^ p - 1 / (x + 1) ^ p ∧
      1 / x ^ p - 1 / (x + 1) ^ p ≤ (p : ℝ) * (1 / x ^ (p + 1)) := by
  have hy : 0 < x + 1 := by linarith
  have hinv : 1 / (x + 1) ≤ 1 / x := one_div_le_one_div_of_le hx (by linarith)
  have hmono : (p : ℝ) * (1 / (x + 1)) ≤ p * (1 / x) :=
    mul_le_mul_of_nonneg_left hinv (Nat.cast_nonneg p)
  have hxi : 0 < 1 / x := by positivity
  have hyi : 1 / (x + 1) ≤ 1 := by
    rw [div_le_one hy]
    linarith
  constructor
  · -- Bernoulli's inequality for the ratio (x+1)/x
    have hb := one_add_mul_le_pow (show (-2 : ℝ) ≤ 1 / x by linarith) p
    have e : 1 + 1 / x = (x + 1) / x := by field_simp
    rw [e, div_pow] at hb
    have h : (p : ℝ) * (1 / (x + 1)) ≤ (x + 1) ^ p / x ^ p - 1 := by linarith
    have h2 := div_le_div_of_nonneg_right h (pow_pos hy p).le
    calc (p : ℝ) * (1 / (x + 1) ^ (p + 1))
        = (p : ℝ) * (1 / (x + 1)) / (x + 1) ^ p := by
          rw [pow_succ]
          field_simp
      _ ≤ _ := h2
      _ = _ := by field_simp
  · -- Bernoulli's inequality for the ratio x/(x+1)
    have hb := one_add_mul_le_pow (show (-2 : ℝ) ≤ -(1 / (x + 1)) by linarith) p
    have e : 1 + -(1 / (x + 1)) = x / (x + 1) := by
      field_simp
      ring
    rw [e, div_pow] at hb
    have h : 1 - x ^ p / (x + 1) ^ p ≤ (p : ℝ) * (1 / x) := by linarith
    have h2 := div_le_div_of_nonneg_right h (pow_pos hx p).le
    calc 1 / x ^ p - 1 / (x + 1) ^ p
        = (1 - x ^ p / (x + 1) ^ p) / x ^ p := by field_simp
      _ ≤ _ := h2
      _ = _ := by
          rw [pow_succ]
          field_simp
```

Convergence of the tail comes from the known convergence of \(\sum 1/n^{p+1}\) for \(p+1>1\), shifted by \(m+1\) terms.

```lean
/-- The sum over the separations beyond `m` converges for `p ≥ 1`. -/
theorem summable_tail {p : ℕ} (hp : 1 ≤ p) (m : ℕ) :
    Summable (fun n : ℕ => 1 / ((n : ℝ) + m + 1) ^ (p + 1)) := by
  have h := (summable_nat_add_iff (m + 1)).2
    (Real.summable_one_div_nat_pow.2 (show 1 < p + 1 by omega))
  refine h.congr (fun n => ?_)
  push_cast
  rw [add_assoc]
```

In `tail_bounds`, `hlim` says that \(p\,S_N\) tends to \(p\,T_m\). Both telescoping inequalities are proved by induction on `N`, with one use of `step_bounds` per added term. For the lower bound both sides have limits, which are compared. For the upper bound the subtracted term \(1/(N+m)^p\) is non-negative and is dropped before the limit is taken.

```lean
/-- `p` times the neglected sum lies between `1 / (m+1)^p` and `1 / m^p`. -/
theorem tail_bounds {p m : ℕ} (hp : 1 ≤ p) (hm : 1 ≤ m) :
    1 / ((m : ℝ) + 1) ^ p ≤ p * tailSum p m ∧ p * tailSum p m ≤ 1 / (m : ℝ) ^ p := by
  have hm0 : (0 : ℝ) < m := Nat.cast_pos.2 hm
  have hlim : Tendsto (fun N : ℕ => (p : ℝ) *
      ∑ i ∈ Finset.range N, 1 / ((i : ℝ) + m + 1) ^ (p + 1)) atTop (𝓝 (p * tailSum p m)) :=
    ((summable_tail hp m).hasSum.tendsto_sum_nat).const_mul _
  constructor
  · have hN : Tendsto (fun N : ℕ => (N : ℝ) + m + 1) atTop atTop :=
      tendsto_atTop_add_const_right _ _
        (tendsto_atTop_add_const_right _ _ tendsto_natCast_atTop_atTop)
    have hz : Tendsto (fun N : ℕ => 1 / ((N : ℝ) + m + 1) ^ p) atTop (𝓝 0) :=
      tendsto_const_nhds.div_atTop ((tendsto_pow_atTop (by omega)).comp hN)
    have hl : Tendsto (fun N : ℕ => 1 / ((m : ℝ) + 1) ^ p - 1 / ((N : ℝ) + m + 1) ^ p)
        atTop (𝓝 (1 / ((m : ℝ) + 1) ^ p)) := by
      simpa only [sub_zero] using hz.const_sub (1 / ((m : ℝ) + 1) ^ p)
    refine le_of_tendsto_of_tendsto' hl hlim (fun N => ?_)
    -- the lower bounds telescope
    induction N with
    | zero => simp
    | succ N ih =>
      have s := (step_bounds p (show (0 : ℝ) < (N : ℝ) + m + 1 by positivity)).2
      have e : ((N + 1 : ℕ) : ℝ) + m + 1 = (N : ℝ) + m + 1 + 1 := by
        push_cast
        ring
      rw [Finset.sum_range_succ, mul_add, e]
      linarith
  · refine le_of_tendsto' hlim (fun N => ?_)
    -- the upper bounds telescope
    have h : (p : ℝ) * ∑ i ∈ Finset.range N, 1 / ((i : ℝ) + m + 1) ^ (p + 1)
        ≤ 1 / (m : ℝ) ^ p - 1 / ((N : ℝ) + m) ^ p := by
      induction N with
      | zero => simp
      | succ N ih =>
        have s := (step_bounds p (show (0 : ℝ) < (N : ℝ) + m by positivity)).1
        have e : ((N + 1 : ℕ) : ℝ) + m = (N : ℝ) + m + 1 := by
          push_cast
          ring
        rw [Finset.sum_range_succ, mul_add, e]
        linarith
    have h0 : 0 ≤ 1 / ((N : ℝ) + m) ^ p := by positivity
    linarith
```

The next theorem is \(\Delta_m=C\,T_m\). It splits the convergent series at \(m\) with `sum_add_tsum_nat_add` and takes the factor \(-C\) out of the remaining sum.

```lean
/-- The truncation error is `C` times the sum of `1 / n^(p+1)` over the neglected separations. -/
theorem truncationError_eq (C : ℝ) {p : ℕ} (hp : 1 ≤ p) (m : ℕ) :
    truncationError C p m = C * tailSum p m := by
  have hs : Summable (fun n : ℕ => pairEnergy C p (n + 1)) := by
    refine ((summable_tail hp 0).mul_left (-C)).congr (fun n => ?_)
    simp [pairEnergy, div_eq_mul_inv]
  have hsplit := hs.sum_add_tsum_nat_add m
  have ht : ∑' n : ℕ, pairEnergy C p (n + m + 1) = -C * tailSum p m := by
    rw [tailSum, ← tsum_mul_left]
    refine tsum_congr (fun n => ?_)
    simp [pairEnergy, div_eq_mul_inv]
  rw [ht] at hsplit
  unfold truncationError localEnergy fullEnergy
  linarith
```

## Error bounds and the exact prefactor

The bounds on the error follow from `tail_bounds` on multiplication by \(C/p\). This is where \(C\ge 0\) is needed, since a negative factor would reverse the inequalities.

```lean
/-- For pair energies `-C / n^(p+1)` the error of keeping separations up to `m` lies between
`C / (p (m+1)^p)` and `C / (p m^p)`. -/
theorem truncationError_bounds {C : ℝ} (hC : 0 ≤ C) {p m : ℕ} (hp : 1 ≤ p) (hm : 1 ≤ m) :
    C / (p * ((m : ℝ) + 1) ^ p) ≤ truncationError C p m ∧
      truncationError C p m ≤ C / (p * (m : ℝ) ^ p) := by
  have hp0 : (0 : ℝ) < p := Nat.cast_pos.2 hp
  have k : ∀ a : ℝ, C / (p * a) = C / p * (1 / a) := fun a => by
    rw [div_mul_div_comm, mul_one]
  have e : C * tailSum p m = C / p * (p * tailSum p m) := by field_simp
  have hCp : 0 ≤ C / p := by positivity
  rw [truncationError_eq C hp, k, k, e]
  exact ⟨mul_le_mul_of_nonneg_left (tail_bounds hp hm).1 hCp,
    mul_le_mul_of_nonneg_left (tail_bounds hp hm).2 hCp⟩
```

The limit holds for every real `C`. The squeeze is carried out for \(m^p\,p\,T_m\), which does not contain \(C\), and the constant \(C/p\) is multiplied in afterwards. The bounds are used only for \(m\ge1\), which is enough for a limit.

```lean
/-- As the cutoff `m` grows, `m^p` times the truncation error tends to `C / p`. -/
theorem truncationError_limit (C : ℝ) {p : ℕ} (hp : 1 ≤ p) :
    Tendsto (fun m : ℕ => (m : ℝ) ^ p * truncationError C p m) atTop (𝓝 (C / p)) := by
  have hp0 : (0 : ℝ) < p := Nat.cast_pos.2 hp
  have hl : Tendsto (fun m : ℕ => ((m : ℝ) / ((m : ℝ) + 1)) ^ p) atTop (𝓝 1) := by
    simpa only [one_pow] using (tendsto_natCast_div_add_atTop (1 : ℝ)).pow p
  -- squeeze between (m/(m+1))^p and 1
  have hq : Tendsto (fun m : ℕ => (m : ℝ) ^ p * (p * tailSum p m)) atTop (𝓝 1) := by
    refine tendsto_of_tendsto_of_tendsto_of_le_of_le' hl tendsto_const_nhds ?_ ?_
    · filter_upwards [eventually_ge_atTop 1] with m hm
      have h := mul_le_mul_of_nonneg_left (tail_bounds hp hm).1
        (show (0 : ℝ) ≤ (m : ℝ) ^ p by positivity)
      rwa [mul_one_div, ← div_pow] at h
    · filter_upwards [eventually_ge_atTop 1] with m hm
      have hm0 : (0 : ℝ) < m := Nat.cast_pos.2 hm
      have h := mul_le_mul_of_nonneg_left (tail_bounds hp hm).2
        (show (0 : ℝ) ≤ (m : ℝ) ^ p by positivity)
      rwa [mul_one_div, div_self (pow_pos hm0 p).ne'] at h
  have h := hq.const_mul (C / p)
  rw [mul_one] at h
  refine h.congr (fun m => ?_)
  rw [truncationError_eq C hp]
  field_simp
```

## Choosing a cutoff and correcting for the tail

The two implications below are the sufficient and the necessary condition on the cutoff. For \(p=5\) and \(\varepsilon=10^{-6}C\), the threshold is \(m^5\ge 2\times10^5\). Thus \(m=12\) suffices and \(m=10\) does not, while \(m=11\) is left undecided.

```lean
/-- A cutoff with `m^p ≥ C / (p ε)` keeps the error within the tolerance `ε`, and any cutoff
that does so satisfies `(m+1)^p ≥ C / (p ε)`. -/
theorem cutoff_for_tolerance {C ε : ℝ} (hC : 0 ≤ C) (hε : 0 < ε) {p m : ℕ}
    (hp : 1 ≤ p) (hm : 1 ≤ m) :
    (C / (p * ε) ≤ (m : ℝ) ^ p → truncationError C p m ≤ ε) ∧
      (truncationError C p m ≤ ε → C / (p * ε) ≤ ((m : ℝ) + 1) ^ p) := by
  have hp0 : (0 : ℝ) < p := Nat.cast_pos.2 hp
  have hm0 : (0 : ℝ) < m := Nat.cast_pos.2 hm
  have hb := truncationError_bounds hC hp hm
  constructor
  · intro h
    refine hb.2.trans ?_
    rw [div_le_iff₀ (by positivity)] at h ⊢
    calc C ≤ (m : ℝ) ^ p * (p * ε) := h
      _ = ε * (p * (m : ℝ) ^ p) := by ring
  · intro h
    have h' := hb.1.trans h
    rw [div_le_iff₀ (by positivity)] at h' ⊢
    calc C ≤ ε * (p * ((m : ℝ) + 1) ^ p) := h'
      _ = ((m : ℝ) + 1) ^ p * (p * ε) := by ring
```

The bounds on the corrected energy again assume \(C\ge 0\). Their proof applies `step_bounds` once more, at \(x=m\), to the gap between the upper and lower error bounds.

```lean
/-- After the tail estimate `-C / (p m^p)` is added to the local energy, the full energy lies
above the result by at most `C / m^(p+1)`. -/
theorem tail_corrected_energy {C : ℝ} (hC : 0 ≤ C) {p m : ℕ} (hp : 1 ≤ p) (hm : 1 ≤ m) :
    0 ≤ fullEnergy C p - (localEnergy C p m - C / (p * (m : ℝ) ^ p)) ∧
      fullEnergy C p - (localEnergy C p m - C / (p * (m : ℝ) ^ p)) ≤ C / (m : ℝ) ^ (p + 1) := by
  have hp0 : (0 : ℝ) < p := Nat.cast_pos.2 hp
  have hm0 : (0 : ℝ) < m := Nat.cast_pos.2 hm
  have hb := truncationError_bounds hC hp hm
  have k : ∀ a : ℝ, C / (p * a) = C / p * (1 / a) := fun a => by
    rw [div_mul_div_comm, mul_one]
  -- the gap between the two error bounds is one step of the telescoping sum
  have s := mul_le_mul_of_nonneg_left (step_bounds p hm0).2 (show 0 ≤ C / p by positivity)
  have e : C / p * (p * (1 / (m : ℝ) ^ (p + 1))) = C / (m : ℝ) ^ (p + 1) := by
    field_simp
  rw [mul_sub, ← k, ← k, e] at s
  unfold truncationError at hb
  constructor
  · linarith [hb.2]
  · linarith [hb.1]
```

In a program, this correction is one line after the loop over separations. If \(e_m=-C/m^6\) is the energy of the last pair kept, the term to add is \(-C/(5m^5)=m\,e_m/5\), so \(C\) need not be known separately. Molecular simulation codes apply the same idea in three dimensions when they add a long-range correction for the dispersion energy beyond the cutoff radius.

## The inverse-sixth-power case

Setting \(p=5\) gives the dispersion result, again for \(C\ge 0\). With \(C=1\) the error is the bare tail \(\sum_{n>m}n^{-6}\), and \(m^5\) times this tail tends to \(1/5\). The proof specializes the two general theorems, and `exact_mod_cast` identifies the natural number 5 with the real number 5.

```lean
/-- For pair energies `-C / n^6` the truncation error lies between `C / (5 (m+1)^5)` and
`C / (5 m^5)` for every `m ≥ 1`, and `m^5` times the error tends to `C / 5`. -/
theorem inverse_sixth_power_chain {C : ℝ} (hC : 0 ≤ C) :
    (∀ m : ℕ, 1 ≤ m → C / (5 * ((m : ℝ) + 1) ^ 5) ≤ truncationError C 5 m ∧
      truncationError C 5 m ≤ C / (5 * (m : ℝ) ^ 5)) ∧
    Tendsto (fun m : ℕ => (m : ℝ) ^ 5 * truncationError C 5 m) atTop (𝓝 (C / 5)) := by
  constructor
  · intro m hm
    exact_mod_cast truncationError_bounds hC (show 1 ≤ 5 by norm_num) hm
  · exact_mod_cast truncationError_limit C (show 1 ≤ 5 by norm_num)

end

end LocalOrbitalChainTruncation
```

```lean
#print axioms LocalOrbitalChainTruncation.truncationError_bounds
#print axioms LocalOrbitalChainTruncation.cutoff_for_tolerance
#print axioms LocalOrbitalChainTruncation.tail_corrected_energy
#print axioms LocalOrbitalChainTruncation.inverse_sixth_power_chain
```

```
'LocalOrbitalChainTruncation.truncationError_bounds' depends on axioms: [propext, Classical.choice, Quot.sound]
'LocalOrbitalChainTruncation.cutoff_for_tolerance' depends on axioms: [propext, Classical.choice, Quot.sound]
'LocalOrbitalChainTruncation.tail_corrected_energy' depends on axioms: [propext, Classical.choice, Quot.sound]
'LocalOrbitalChainTruncation.inverse_sixth_power_chain' depends on axioms: [propext, Classical.choice, Quot.sound]
```

For local correlation methods, the result says how fast the energy converges with the pair cutoff in a one-dimensional, infinite chain of equivalent orbitals whose pair energies follow a pure power law. Real pair energies deviate from that law at short range and depend on the kind of orbital. Dimension matters too: in a three-dimensional solid the number of pairs at a given distance grows as the square of the distance, and the neglected dispersion energy falls off only as the inverse cube of the cutoff.

The chain could also have been modelled as finite, with \(L\) orbitals and open ends. It then has \(L-n\) pairs at separation \(n\), and the error per orbital is

\[
\frac{C}{L}\sum_{n=m+1}^{L-1}\frac{L-n}{n^6}.
\]

Every weight \((L-n)/L\) is below 1, so the upper bound \(C/(5m^5)\) survives. The lower bound does not, because the error vanishes once \(m\ge L-1\), and \(m^5\) times the error tends to \(C/5\) for large \(m\) only if \(L/m\) also goes to infinity. This comparison is an argument by hand and is not part of the Lean development.
